# A real diagonal similarity transformation of the Hamiltonian cannot raise its expectation value in a positive ground state when off-diagonal matrix elements are nonpositive

In a transcorrelated calculation, the correlation factor is moved from the wavefunction into the Hamiltonian by a similarity transformation. The transformed operator is in general no longer Hermitian, so the usual variational bound is lost. Suppose that the reference state is already the exact ground state of the original Hamiltonian. What does its expectation value with the transformed Hamiltonian say about the exact energy?

The problems below treat a finite configuration set with a real symmetric matrix $H$ and a real function $J$ of the configuration, the correlator. The transformed Hamiltonian is $K=e^{-J}He^{J}$, where $e^{\pm J}$ are diagonal matrices. This is the setting of a Gutzwiller-type factor on a lattice; it contains neither a continuum kinetic energy nor a Coulomb cusp.

In Lean, `n` is the configuration set and `transcorrelated H J` is $K$. For a real vector $\varphi$ and a real matrix $A$, `expectation A φ` is $\langle\varphi,A\varphi\rangle$ without division by $\langle\varphi,\varphi\rangle$, so it is an expectation value in the usual normalised sense only for unit $\varphi$.

```lean
import Mathlib

open Matrix

namespace TranscorrelatedLattice

noncomputable section

variable {n : Type*} [Fintype n] [DecidableEq n]

/-- The transcorrelated Hamiltonian `exp(-J) H exp(J)` for a real diagonal correlator `J`. -/
def transcorrelated (H : Matrix n n ℝ) (J : n → ℝ) : Matrix n n ℝ :=
  diagonal (fun x => Real.exp (-J x)) * H * diagonal (fun x => Real.exp (J x))

omit [DecidableEq n] in
/-- The quadratic form `⟨φ, A φ⟩` of a real matrix `A` in a real vector `φ`. -/
def expectation (A : Matrix n n ℝ) (φ : n → ℝ) : ℝ := φ ⬝ᵥ A *ᵥ φ
```

### (a) Matrix elements of K

Express the entries of $K$ through those of $H$:
$$K_{xy}=e^{-J_x}H_{xy}e^{J_y}.$$

**Solution.** The left diagonal factor multiplies row $x$ by $e^{-J_x}$, and the right one multiplies column $y$ by $e^{J_y}$. After the definition is unfolded, the remaining two rewrites in the proof are these facts, with the column factor first.

```lean
/-- The correlator rescales the matrix element between `x` and `y` by `exp(J_y - J_x)`,
written here as a product of two exponentials. -/
theorem transcorrelated_apply (H : Matrix n n ℝ) (J : n → ℝ) (x y : n) :
    transcorrelated H J x y = Real.exp (-J x) * H x y * Real.exp (J y) := by
  rw [transcorrelated, Matrix.mul_diagonal, Matrix.diagonal_mul]
```

### (b) The spectrum

Show that the eigenvalues are unchanged, with multiplicity:
$$\det(\lambda-K)=\det(\lambda-H).$$

**Solution.** The products $AB$ and $BA$ of square matrices have the same characteristic polynomial. With $A=e^{-J}$ and $B=He^{J}$, the second product is $He^{J}e^{-J}=H$. Lean uses `Matrix.charpoly_mul_comm` for the exchange and `h` for $e^{J}e^{-J}=1$. Symmetry of $H$ is not needed.

```lean
/-- The transcorrelated Hamiltonian has the same characteristic polynomial as `H`. -/
theorem transcorrelated_charpoly (H : Matrix n n ℝ) (J : n → ℝ) :
    (transcorrelated H J).charpoly = H.charpoly := by
  have h : diagonal (fun x => Real.exp (J x)) * diagonal (fun x => Real.exp (-J x))
      = (1 : Matrix n n ℝ) := by
    rw [Matrix.diagonal_mul_diagonal]
    simp [← Real.exp_add]
  rw [transcorrelated, Matrix.mul_assoc, Matrix.charpoly_mul_comm, Matrix.mul_assoc, h,
    Matrix.mul_one]
```

### (c) The transformed eigenvector

Let $H\psi=E\psi$. Show that
$$K\,(e^{-J}\psi)=E\,(e^{-J}\psi).$$

**Solution.** In component $x$, the factors $e^{J_y}e^{-J_y}$ cancel:
$$\sum_y e^{-J_x}H_{xy}e^{J_y}e^{-J_y}\psi_y=e^{-J_x}\sum_yH_{xy}\psi_y=E\,e^{-J_x}\psi_x .$$
The `calc` block has the same two stages. The right eigenvector of $K$ is thus $e^{-J}\psi$, whereas the question above concerns the expectation value in $\psi$ itself.

```lean
/-- If `H ψ = E ψ`, then `exp(-J) ψ` solves the transcorrelated eigenvalue equation
with the same `E`. -/
theorem transcorrelated_eigenvector {H : Matrix n n ℝ} {ψ : n → ℝ} {E : ℝ}
    (hE : H *ᵥ ψ = E • ψ) (J : n → ℝ) :
    transcorrelated H J *ᵥ (fun x => Real.exp (-J x) * ψ x)
      = E • (fun x => Real.exp (-J x) * ψ x) := by
  funext x
  have hx := congrFun hE x
  simp only [Matrix.mulVec, dotProduct, Pi.smul_apply, smul_eq_mul] at hx ⊢
  calc ∑ y, transcorrelated H J x y * (Real.exp (-J y) * ψ y)
      = ∑ y, Real.exp (-J x) * (H x y * ψ y) := by
        refine Finset.sum_congr rfl fun y _ => ?_
        have h1 : Real.exp (J y) * Real.exp (-J y) = 1 := by
          rw [← Real.exp_add, add_neg_cancel, Real.exp_zero]
        rw [transcorrelated_apply]
        linear_combination (Real.exp (-J x) * H x y * ψ y) * h1
    _ = E * (Real.exp (-J x) * ψ x) := by
        rw [← Finset.mul_sum, hx]
        ring
```

### (d) The expectation value as a double sum

Write out the quadratic form:
$$\langle\varphi,A\varphi\rangle=\sum_{x,y}\varphi_xA_{xy}\varphi_y.$$

**Solution.** Insert $(A\varphi)_x=\sum_yA_{xy}\varphi_y$ into $\sum_x\varphi_x(A\varphi)_x$ and distribute $\varphi_x$ over the inner sum.

```lean
omit [DecidableEq n] in
/-- The quadratic form written as a double sum over configurations. -/
theorem expectation_eq_sum (A : Matrix n n ℝ) (φ : n → ℝ) :
    expectation A φ = ∑ x, ∑ y, φ x * A x y * φ y := by
  simp only [expectation, dotProduct, Matrix.mulVec, Finset.mul_sum, mul_assoc]
```

### (e) The shift caused by the correlator

For symmetric $H$ and any real $\varphi$, show that
$$\langle\varphi,K\varphi\rangle=\langle\varphi,H\varphi\rangle+\sum_{x,y}H_{xy}\varphi_x\varphi_y\,[\cosh(J_x-J_y)-1].$$

**Solution.** By (a) and (d), the left side is $\sum_{x,y}\varphi_xe^{-J_x}H_{xy}e^{J_y}\varphi_y$. Exchanging the names $x,y$ and using $H_{yx}=H_{xy}$ gives the same sum with $J$ replaced by $-J$ (`hswap`). The average of the two forms is
$$\sum_{x,y}H_{xy}\varphi_x\varphi_y\cosh(J_x-J_y).$$
Subtracting $\langle\varphi,H\varphi\rangle$ leaves the stated correction. In Lean, `key` is twice this identity.

```lean
/-- For symmetric `H`, the correlator changes the expectation value by the sum of
`H_xy φ_x φ_y (cosh(J_x - J_y) - 1)` over all ordered pairs. -/
theorem expectation_transcorrelated {H : Matrix n n ℝ} (hH : H.IsSymm) (J φ : n → ℝ) :
    expectation (transcorrelated H J) φ = expectation H φ
      + ∑ x, ∑ y, H x y * φ x * φ y * (Real.cosh (J x - J y) - 1) := by
  simp only [expectation_eq_sum, transcorrelated_apply]
  -- exchanging the two configurations reverses the sign of J
  have hswap : ∑ x, ∑ y, φ x * (Real.exp (-J x) * H x y * Real.exp (J y)) * φ y
      = ∑ x, ∑ y, φ x * (Real.exp (J x) * H x y * Real.exp (-J y)) * φ y := by
    rw [Finset.sum_comm]
    refine Finset.sum_congr rfl fun x _ => Finset.sum_congr rfl fun y _ => ?_
    rw [hH.apply x y]
    ring
  -- the average of both forms produces the hyperbolic cosine
  have key : 2 * ∑ x, ∑ y, H x y * φ x * φ y * (Real.cosh (J x - J y) - 1)
      = ∑ x, ∑ y, φ x * (Real.exp (-J x) * H x y * Real.exp (J y)) * φ y
        + ∑ x, ∑ y, φ x * (Real.exp (J x) * H x y * Real.exp (-J y)) * φ y
        - 2 * ∑ x, ∑ y, φ x * H x y * φ y := by
    simp only [Finset.mul_sum, ← Finset.sum_add_distrib, ← Finset.sum_sub_distrib]
    refine Finset.sum_congr rfl fun x _ => Finset.sum_congr rfl fun y _ => ?_
    have hc : Real.cosh (J x - J y)
        = (Real.exp (J x) * Real.exp (-J y) + Real.exp (-J x) * Real.exp (J y)) / 2 := by
      rw [Real.cosh_eq, ← Real.exp_add, ← Real.exp_add]
      ring_nf
    rw [hc]
    ring
  linarith
```

### (f) A bound from one pair

Now let $H_{xy}\le0$ for $x\ne y$ and let all $\varphi_x>0$. For any configurations $a,b$, show that
$$\langle\varphi,K\varphi\rangle\le\langle\varphi,H\varphi\rangle+H_{ab}\varphi_a\varphi_b\,[\cosh(J_a-J_b)-1].$$

**Solution.** Diagonal terms of the correction in (e) vanish, since $\cosh0=1$. The others are nonpositive, since $\cosh\ge1$. Leaving out all terms but one can therefore only increase the sum. Lean proves the sign in `hterm` and applies `Finset.single_le_sum` to the negated terms.

The sign condition holds, for example, in the site-occupation basis for bosons whose only off-diagonal terms are hopping terms $-\tau\,b_i^\dagger b_j$ with $\tau>0$; fermionic exchange signs can break it.

```lean
/-- For symmetric `H` with nonpositive off-diagonal entries and positive `φ`, the term of any
one ordered pair `(a, b)` bounds the transcorrelated expectation value from above. -/
theorem expectation_le_pair {H : Matrix n n ℝ} (hH : H.IsSymm)
    (hoff : ∀ x y, x ≠ y → H x y ≤ 0) {φ : n → ℝ} (hφ : ∀ x, 0 < φ x) (J : n → ℝ) (a b : n) :
    expectation (transcorrelated H J) φ
      ≤ expectation H φ + H a b * φ a * φ b * (Real.cosh (J a - J b) - 1) := by
  have hterm : ∀ x y, 0 ≤ -(H x y * φ x * φ y * (Real.cosh (J x - J y) - 1)) := by
    intro x y
    by_cases hxy : x = y
    · subst hxy
      simp
    · have h1 : 0 ≤ -H x y := neg_nonneg.mpr (hoff x y hxy)
      have h2 : 0 ≤ Real.cosh (J x - J y) - 1 := sub_nonneg.mpr (Real.one_le_cosh _)
      have h3 := mul_nonneg (mul_nonneg (mul_nonneg h1 (hφ x).le) (hφ y).le) h2
      linarith
  have hs := Finset.single_le_sum
    (f := fun p : n × n => -(H p.1 p.2 * φ p.1 * φ p.2 * (Real.cosh (J p.1 - J p.2) - 1)))
    (s := Finset.univ) (fun p _ => hterm p.1 p.2) (Finset.mem_univ (a, b))
  rw [Finset.sum_neg_distrib, Fintype.sum_prod_type] at hs
  rw [expectation_transcorrelated hH]
  linarith
```

### (g) Comparison with the exact energy

Let $H$ be as in (f), and let $\psi$ be a positive unit vector with $H\psi=E\psi$. Show that, besides the equality in (b),
$$\langle\psi,K\psi\rangle\le E,\qquad \langle\psi,K\psi\rangle<E\iff\exists\,x,y:\ H_{xy}\ne0,\ J_x\ne J_y.$$

**Solution.** Normalisation gives $\langle\psi,H\psi\rangle=E$ (`hEn`). If such a pair exists, then $x\ne y$, $H_{xy}<0$ and $\cosh(J_x-J_y)>1$, so (f) gives a strict lowering (`hlt`). If none exists, every term in (e) has $H_{xy}=0$ or $J_x=J_y$, and the expectation value equals $E$ (`heq`). The two cases together give the inequality and the equivalence.

The hypotheses `hψ` and `hE` do not say that $E$ is the lowest eigenvalue, but a separate argument by hand shows it. For $\varphi_x=\psi_xu_x$,
$$\langle\varphi,(H-E)\varphi\rangle=-\tfrac12\sum_{x,y}H_{xy}\psi_x\psi_y(u_x-u_y)^2\ge0.$$

```lean
/-- Let `H` be real symmetric with nonpositive off-diagonal entries and `ψ` a positive unit
eigenvector of energy `E`. Then `exp(-J) H exp(J)` has the characteristic polynomial of `H`, its
expectation value in `ψ` is at most `E`, and it is below `E` exactly when `J` differs between
two configurations linked by a nonzero matrix element. -/
theorem transcorrelated_energy_le {H : Matrix n n ℝ} (hH : H.IsSymm)
    (hoff : ∀ x y, x ≠ y → H x y ≤ 0) {ψ : n → ℝ} (hψ : ∀ x, 0 < ψ x)
    (hunit : ψ ⬝ᵥ ψ = 1) {E : ℝ} (hE : H *ᵥ ψ = E • ψ) (J : n → ℝ) :
    (transcorrelated H J).charpoly = H.charpoly ∧
    expectation (transcorrelated H J) ψ ≤ E ∧
    (expectation (transcorrelated H J) ψ < E ↔ ∃ x y, H x y ≠ 0 ∧ J x ≠ J y) := by
  have hEn : expectation H ψ = E := by
    rw [expectation, hE, dotProduct_smul, hunit, smul_eq_mul, mul_one]
  have hlt : (∃ x y, H x y ≠ 0 ∧ J x ≠ J y) → expectation (transcorrelated H J) ψ < E := by
    rintro ⟨x, y, hxy, hJ⟩
    have hne : x ≠ y := fun h => hJ (congrArg J h)
    have h1 : 0 < -H x y := neg_pos.mpr (lt_of_le_of_ne (hoff x y hne) hxy)
    have h2 : 0 < Real.cosh (J x - J y) - 1 :=
      sub_pos.mpr (Real.one_lt_cosh.mpr (sub_ne_zero.mpr hJ))
    have h3 := mul_pos (mul_pos (mul_pos h1 (hψ x)) (hψ y)) h2
    have h4 := expectation_le_pair hH hoff hψ J x y
    linarith
  -- if J is constant along all links, every correction term vanishes
  have heq : (¬ ∃ x y, H x y ≠ 0 ∧ J x ≠ J y) → expectation (transcorrelated H J) ψ = E := by
    intro hno
    rw [expectation_transcorrelated hH, hEn, add_eq_left]
    refine Finset.sum_eq_zero fun x _ => Finset.sum_eq_zero fun y _ => ?_
    by_cases h0 : H x y = 0
    · rw [h0]
      ring
    · have hJ : J x = J y := by
        by_contra hJ
        exact hno ⟨x, y, h0, hJ⟩
      rw [hJ, sub_self, Real.cosh_zero]
      ring
  refine ⟨transcorrelated_charpoly H J, ?_, ?_, hlt⟩
  · by_cases h : ∃ x y, H x y ≠ 0 ∧ J x ≠ J y
    · exact (hlt h).le
    · exact (heq h).le
  · intro h
    by_contra hno
    exact h.ne (heq hno)
```

A neighbouring result follows by applying (g) to $-H$: if the off-diagonal entries are nonnegative instead, a positive unit eigenvector $\psi$ belongs to the highest eigenvalue $E$, and $\langle\psi,K\psi\rangle\ge E$, with the same criterion for strictness.

### (h) Minimisation over the correlator

Let $H$ and $\varphi$ be as in (f), with $H_{ab}\ne0$ for some $a\ne b$. Show that
$$\forall c\in\mathbb R\ \ \exists J:\quad\langle\varphi,K\varphi\rangle<c.$$

**Solution.** Put $w=-H_{ab}\varphi_a\varphi_b>0$, $J_a=t$, and $J=0$ elsewhere. Since $\cosh t\ge e^t/2\ge(1+t)/2$, part (f) gives
$$\langle\varphi,K\varphi\rangle\le\langle\varphi,H\varphi\rangle-w\,\frac{t-1}{2}.$$
The choice $t=1+2(|\langle\varphi,H\varphi\rangle-c|+1)/w$ makes the right side at most $c-1$. Lean takes the same $t$.

Under these hypotheses on $H$, an unrestricted diagonal correlator therefore cannot be optimised by minimising the transcorrelated expectation value in a fixed positive reference state.

```lean
/-- For symmetric `H` with nonpositive off-diagonal entries, at least one of them nonzero, the
transcorrelated expectation value in a fixed positive vector is unbounded below as `J` varies. -/
theorem expectation_unbounded_below {H : Matrix n n ℝ} (hH : H.IsSymm)
    (hoff : ∀ x y, x ≠ y → H x y ≤ 0) {φ : n → ℝ} (hφ : ∀ x, 0 < φ x)
    {a b : n} (hab : a ≠ b) (hHab : H a b ≠ 0) (c : ℝ) :
    ∃ J : n → ℝ, expectation (transcorrelated H J) φ < c := by
  obtain ⟨w, hw⟩ : ∃ w, w = -H a b * φ a * φ b := ⟨_, rfl⟩
  have hwpos : 0 < w := by
    rw [hw]
    exact mul_pos (mul_pos (neg_pos.mpr (lt_of_le_of_ne (hoff a b hab) hHab)) (hφ a)) (hφ b)
  obtain ⟨t, ht⟩ : ∃ t, t = 2 * (|expectation H φ - c| + 1) / w + 1 := ⟨_, rfl⟩
  have hwt : w * ((t - 1) / 2) = |expectation H φ - c| + 1 := by
    rw [ht, add_sub_cancel_right]
    field_simp
  -- a large correlator on the single configuration a suffices
  refine ⟨fun z => if z = a then t else 0, ?_⟩
  have h1 := expectation_le_pair hH hoff hφ (fun z => if z = a then t else 0) a b
  simp only [if_true, if_neg hab.symm, sub_zero] at h1
  have h2 : (t - 1) / 2 ≤ Real.cosh t - 1 := by
    rw [Real.cosh_eq]
    linarith [Real.add_one_le_exp t, Real.exp_pos (-t)]
  have h3 := mul_le_mul_of_nonneg_left h2 hwpos.le
  have h4 : H a b * φ a * φ b * (Real.cosh t - 1) = -(w * (Real.cosh t - 1)) := by
    rw [hw]
    ring
  linarith [le_abs_self (expectation H φ - c)]
```

### (i) Two sites

Let $H$ have on-site energy $\varepsilon$ on sites 0 and 1 and off-diagonal entries $-t$, where $t$ is now the hopping amplitude. For $u=(1,1)/\sqrt2$, show that
$$Hu=(\varepsilon-t)u,\qquad\langle u,Ku\rangle=\varepsilon-t\cosh(J_0-J_1).$$

**Solution.** Each row of $Hu$ is $(\varepsilon-t)/\sqrt2$. In (e), each of the two off-diagonal terms contributes $-\tfrac t2[\cosh(J_0-J_1)-1]$, which is added to $\varepsilon-t$. Lean evaluates the sums over `Fin 2` and uses `hs` for $(1/\sqrt2)^2=1/2$.

For $t>0$ and $J_0-J_1=\ln2$, the expectation value is $\varepsilon-\tfrac54t$, below both eigenvalues $\varepsilon\pm t$ of $K$.

```lean
/-- The two-site Hamiltonian with on-site energy `ε` and hopping amplitude `t`. -/
def twoSite (ε t : ℝ) : Matrix (Fin 2) (Fin 2) ℝ := !![ε, -t; -t, ε]

/-- In the two-site model the uniform unit vector has energy `ε - t`, and its transcorrelated
expectation value is `ε - t cosh(J_0 - J_1)`. -/
theorem twoSite_energy (ε t : ℝ) (J : Fin 2 → ℝ) :
    twoSite ε t *ᵥ (fun _ => (√2)⁻¹) = (ε - t) • (fun _ => (√2)⁻¹) ∧
    expectation (transcorrelated (twoSite ε t) J) (fun _ => (√2)⁻¹)
      = ε - t * Real.cosh (J 0 - J 1) := by
  have h00 : twoSite ε t 0 0 = ε := rfl
  have h01 : twoSite ε t 0 1 = -t := rfl
  have h10 : twoSite ε t 1 0 = -t := rfl
  have h11 : twoSite ε t 1 1 = ε := rfl
  have hsymm : (twoSite ε t).IsSymm := by
    ext i j
    fin_cases i <;> fin_cases j <;> rfl
  have hs : (√2)⁻¹ * (√2)⁻¹ = (1 / 2 : ℝ) := by
    rw [← mul_inv, Real.mul_self_sqrt (by norm_num)]
    norm_num
  have hc : Real.cosh (J 1 - J 0) = Real.cosh (J 0 - J 1) := by
    rw [← Real.cosh_neg, neg_sub]
  constructor
  · funext x
    revert x
    rw [Fin.forall_fin_two]
    simp only [Matrix.mulVec, dotProduct, Fin.sum_univ_two, Pi.smul_apply, smul_eq_mul,
      h00, h01, h10, h11]
    constructor <;> ring
  · rw [expectation_transcorrelated hsymm, expectation_eq_sum]
    simp only [Fin.sum_univ_two, h00, h01, h10, h11, sub_self, Real.cosh_zero, hc]
    linear_combination (2 * ε - 2 * t * Real.cosh (J 0 - J 1)) * hs

end

end TranscorrelatedLattice
```

```lean
#print axioms TranscorrelatedLattice.transcorrelated_eigenvector
-- 'TranscorrelatedLattice.transcorrelated_eigenvector' depends on axioms: [propext, Classical.choice, Quot.sound]
#print axioms TranscorrelatedLattice.transcorrelated_energy_le
-- 'TranscorrelatedLattice.transcorrelated_energy_le' depends on axioms: [propext, Classical.choice, Quot.sound]
#print axioms TranscorrelatedLattice.expectation_unbounded_below
-- 'TranscorrelatedLattice.expectation_unbounded_below' depends on axioms: [propext, Classical.choice, Quot.sound]
#print axioms TranscorrelatedLattice.twoSite_energy
-- 'TranscorrelatedLattice.twoSite_energy' depends on axioms: [propext, Classical.choice, Quot.sound]
```
